# Shifting an overlap matrix with smallest eigenvalue s > 0 by t ≥ 0 raises the spillage of a unit state by at most t/(s+t)

Let the columns of X be linearly independent basis functions, S = X\*X their overlap matrix and s the smallest eigenvalue of S. If S⁻¹ is replaced by (S + t)⁻¹, with t ≥ 0, in the projector onto their span, the spillage of a unit state never falls, and it rises by at most t/(s+t).

The spillage is one minus the expectation value of the projector in the state. Without the shift, this is the squared norm of the part of a unit state that the basis misses. When basis functions are nearly dependent, S is close to singular, and a shift t, chosen by the user, damps the troublesome combinations. In electronic-structure work the bound limits how much of a computed spillage can be due to the shift, for one state and a finite basis. It is small only if t is much smaller than s. If t is much larger than s, so that the shift strongly damps the weakest combination, the bound is close to 1 and says little.

## Overlaps, projectors and spillage

Write ⟨v,w⟩ = Σₖ vₖ\* wₖ, in Lean `star v ⬝ᵥ w`, and ‖v‖² = ⟨v,v⟩. The index type `m` labels an orthonormal set in which states are expanded, and `n` labels the basis functions. Passing from functions in space to these finite coefficient vectors is exact if the span of the orthonormal set contains the basis functions and the state. If the set is truncated further, the bound does not include the resulting error.

```lean
import Mathlib

open Matrix
open scoped ComplexOrder

namespace RegularisedSpillage

noncomputable section

variable {m n : Type*} [Fintype m] [Fintype n] [DecidableEq n]
```

The ordinary projector is P = X S⁻¹ X\*.

```lean
/-- The projector `X (X* X)⁻¹ X*` onto the span of the columns of `X`, for `X` of full column
rank. -/
def spanProjector (X : Matrix m n ℂ) : Matrix m m ℂ := X * (Xᴴ * X)⁻¹ * Xᴴ
```

Its regularised form is Pₜ = X (S + t)⁻¹ X\*. Despite the name `regProjector`, it is in general not idempotent for t > 0.

```lean
/-- The regularised projector `X (X* X + t)⁻¹ X*`, for `t` such that `X* X + t` is invertible. -/
def regProjector (X : Matrix m n ℂ) (t : ℝ) : Matrix m m ℂ :=
  X * (Xᴴ * X + (t : ℂ) • (1 : Matrix n n ℂ))⁻¹ * Xᴴ
```

The spillage of ψ under an operator is one minus the real part of its expectation value. For a unit state it equals ‖ψ − Pψ‖² under P, but under Pₜ with t > 0 it is in general larger than ‖ψ − Pₜψ‖². The spillage here refers to a single state, whereas the word often denotes an average over several.

```lean
/-- The spillage `1 - Re ⟨ψ, P ψ⟩` of a state `ψ` under the operator `P`. -/
def spillage (P : Matrix m m ℂ) (ψ : m → ℂ) : ℝ := 1 - (star ψ ⬝ᵥ P *ᵥ ψ).re
```

The real eigenvalues of S form a set. The hypothesis `IsLeast (gramEigenvalues X) s` says that s belongs to it and that no member is smaller. Linear independence of the columns is stated as injectivity of `X.mulVec`.

```lean
/-- The real eigenvalues of the Gram (overlap) matrix `X* X`. -/
def gramEigenvalues (X : Matrix m n ℂ) : Set ℝ :=
  {μ | ∃ v : n → ℂ, v ≠ 0 ∧ (Xᴴ * X) *ᵥ v = (μ : ℂ) • v}
```

## (a) Squared norms

Show that ⟨v,v⟩ is real, and that

‖v‖² ≥ 0, with ‖v‖² = 0 only for v = 0.

**Solution.** ⟨v,v⟩ = Σₖ |vₖ|² is a sum of nonnegative real terms, which vanishes only if every term does. Lean takes the positivity from Mathlib and splits it into real and imaginary parts.

```lean
omit [DecidableEq n] in
/-- The squared norm `⟨v, v⟩` is real and nonnegative, and it vanishes only for `v = 0`. -/
theorem sqNorm_facts (v : n → ℂ) : 0 ≤ (star v ⬝ᵥ v).re ∧
    star v ⬝ᵥ v = ((star v ⬝ᵥ v).re : ℂ) ∧ ((star v ⬝ᵥ v).re = 0 → v = 0) := by
  have h := Complex.nonneg_iff.mp (dotProduct_star_self_nonneg v)
  have hr : star v ⬝ᵥ v = ((star v ⬝ᵥ v).re : ℂ) :=
    Complex.ext (Complex.ofReal_re _).symm (by rw [Complex.ofReal_im]; exact h.2.symm)
  refine ⟨h.1, hr, fun h0 => dotProduct_star_self_eq_zero.mp ?_⟩
  rw [hr, h0, Complex.ofReal_zero]
```

## (b) Overlaps of expanded states

Show that S gives the overlaps of states expanded in the basis:

⟨v, S w⟩ = ⟨Xv, Xw⟩.

**Solution.** Move X\* to the left-hand factor: ⟨v, X\*Xw⟩ = ⟨Xv, Xw⟩. The rewrites do the same.

```lean
omit [DecidableEq n] in
/-- The Gram matrix represents the overlaps of expanded states: `⟨v, X* X w⟩ = ⟨X v, X w⟩`. -/
theorem gram_overlap (X : Matrix m n ℂ) (v w : n → ℂ) :
    star v ⬝ᵥ (Xᴴ * X) *ᵥ w = star (X *ᵥ v) ⬝ᵥ X *ᵥ w := by
  rw [Matrix.star_mulVec, ← Matrix.mulVec_mulVec, Matrix.dotProduct_mulVec (star v) Xᴴ]
```

## (c) Expectation values from overlaps

For any n × n matrix A, show that

⟨ψ, X A X\* ψ⟩ = ⟨X\*ψ, A X\*ψ⟩.

**Solution.** Move the leftmost X across the inner product, where it becomes X\*.

```lean
omit [DecidableEq n] in
/-- The expectation value of `X A X*` in `ψ` is that of `A` in the vector of overlaps `X* ψ`. -/
theorem expectation_eq (X : Matrix m n ℂ) (A : Matrix n n ℂ) (ψ : m → ℂ) :
    star ψ ⬝ᵥ (X * A * Xᴴ) *ᵥ ψ = star (Xᴴ *ᵥ ψ) ⬝ᵥ A *ᵥ (Xᴴ *ᵥ ψ) := by
  rw [← Matrix.mulVec_mulVec, ← Matrix.mulVec_mulVec, Matrix.star_mulVec,
    Matrix.conjTranspose_conjTranspose, Matrix.dotProduct_mulVec (star ψ) X]
```

## (d) Invertibility of the shifted overlap matrix

For linearly independent columns and t ≥ 0, show that

S + t is invertible.

**Solution.** Suppose (S + t)d = 0. The overlap with d gives, by (b),

‖Xd‖² + t‖d‖² = 0.

Both terms are nonnegative, so Xd = 0 and hence d = 0. A square matrix with trivial kernel is invertible. In Lean, d is `v - w` and the displayed equation is `hq`.

```lean
/-- For `X` of full column rank and `t ≥ 0` the matrix `X* X + t` is invertible. -/
theorem gram_isUnit {X : Matrix m n ℂ} (hX : Function.Injective X.mulVec) {t : ℝ}
    (ht : 0 ≤ t) : IsUnit (Xᴴ * X + (t : ℂ) • (1 : Matrix n n ℂ)) := by
  rw [← Matrix.mulVec_injective_iff_isUnit]
  intro v w hvw
  have h : (Xᴴ * X + (t : ℂ) • (1 : Matrix n n ℂ)) *ᵥ (v - w) = 0 := by
    rw [Matrix.mulVec_sub]
    exact sub_eq_zero.mpr hvw
  have hq := congrArg (fun z => (star (v - w) ⬝ᵥ z).re) h
  simp only [Matrix.add_mulVec, Matrix.smul_mulVec, Matrix.one_mulVec, dotProduct_add,
    dotProduct_smul, gram_overlap, smul_eq_mul, Complex.add_re, Complex.re_ofReal_mul,
    dotProduct_zero, Complex.zero_re] at hq
  have h0 : X *ᵥ (v - w) = 0 := (sqNorm_facts _).2.2 (by
    linarith [mul_nonneg ht (sqNorm_facts (v - w)).1, (sqNorm_facts (X *ᵥ (v - w))).1])
  rw [Matrix.mulVec_sub] at h0
  exact hX (sub_eq_zero.mp h0)
```

## (e) The Rayleigh bound

Show that for every v

s‖v‖² ≤ ‖Xv‖².

**Solution.** S − s is Hermitian. If (S − s)x = λx with x ≠ 0, then s + λ is an eigenvalue of S, so s + λ ≥ s and λ ≥ 0. Expanding v in orthonormal eigenvectors of S − s with coefficients cᵢ and eigenvalues λᵢ gives

‖Xv‖² − s‖v‖² = ⟨v, (S − s)v⟩ = Σᵢ λᵢ|cᵢ|² ≥ 0.

In Lean, `hmem` places s + λ in the set of eigenvalues, and `hpos` records that S − s is positive semidefinite.

```lean
/-- Rayleigh bound: if `s` is the smallest eigenvalue of `X* X`, then `s ‖v‖² ≤ ‖X v‖²`. -/
theorem rayleigh_bound {X : Matrix m n ℂ} {s : ℝ} (hs : IsLeast (gramEigenvalues X) s)
    (v : n → ℂ) : s * (star v ⬝ᵥ v).re ≤ (star (X *ᵥ v) ⬝ᵥ X *ᵥ v).re := by
  have hA : (Xᴴ * X - (s : ℂ) • (1 : Matrix n n ℂ)).IsHermitian := by
    simp [Matrix.IsHermitian, Matrix.conjTranspose_sub, Matrix.conjTranspose_smul,
      Matrix.conjTranspose_mul]
  -- the shifted Gram matrix has no negative eigenvalue
  have hpos := hA.posSemidef_iff_eigenvalues_nonneg.mpr (fun i => by
    have h := hA.mulVec_eigenvectorBasis i
    rw [Matrix.sub_mulVec, Matrix.smul_mulVec, Matrix.one_mulVec, sub_eq_iff_eq_add] at h
    have hmem : s + hA.eigenvalues i ∈ gramEigenvalues X := by
      refine ⟨(hA.eigenvectorBasis i).ofLp, fun h0 => ?_, ?_⟩
      · exact hA.eigenvectorBasis.orthonormal.ne_zero i (by ext k; exact congrFun h0 k)
      · rw [h]
        ext k
        simp only [Pi.add_apply, Pi.smul_apply, Complex.real_smul, smul_eq_mul,
          Complex.ofReal_add]
        ring
    have := hs.2 hmem
    show (0 : ℝ) ≤ hA.eigenvalues i
    linarith)
  have h := (Complex.nonneg_iff.mp (hpos.dotProduct_mulVec_nonneg v)).1
  rw [Matrix.sub_mulVec, Matrix.smul_mulVec, Matrix.one_mulVec, dotProduct_sub,
    dotProduct_smul, gram_overlap, smul_eq_mul, Complex.sub_re, Complex.re_ofReal_mul] at h
  linarith
```

## (f) Positive eigenvalues

For linearly independent columns, show that every eigenvalue σ of S satisfies

σ > 0.

**Solution.** If Sv = σv with v ≠ 0, then σ‖v‖² = ‖Xv‖² by (b). The right side is positive because Xv ≠ 0. Lean rules out σ ≤ 0 by contradiction.

```lean
omit [DecidableEq n] in
/-- For `X` of full column rank every eigenvalue of `X* X` is positive. -/
theorem eigenvalue_pos {X : Matrix m n ℂ} (hX : Function.Injective X.mulVec) {σ : ℝ}
    (hσ : σ ∈ gramEigenvalues X) : 0 < σ := by
  obtain ⟨v, hv, h⟩ := hσ
  have hq := congrArg Complex.re (gram_overlap X v v)
  rw [h, dotProduct_smul, smul_eq_mul, Complex.re_ofReal_mul] at hq
  have hne : (star (X *ᵥ v) ⬝ᵥ X *ᵥ v).re ≠ 0 := fun h0 =>
    hv (hX (((sqNorm_facts _).2.2 h0).trans (Matrix.mulVec_zero X).symm))
  have hp := lt_of_le_of_ne (sqNorm_facts (X *ᵥ v)).1 hne.symm
  by_contra hn
  nlinarith [mul_nonneg (neg_nonneg.mpr (not_lt.mp hn)) (sqNorm_facts v).1]
```

## (g) The rise weighted by the captured part

Let D be the spillage under Pₜ minus that under P, and W = ⟨ψ, Pψ⟩ the captured weight. For any ψ, normalised or not, show that

0 ≤ D ≤ t/(s+t) · W.

**Solution.** Put b = X\*ψ, u = (S + t)⁻¹b and e = S⁻¹u. Then b = Su + tu and S⁻¹b = u + te. By (c),

D = ⟨b, S⁻¹b⟩ − ⟨b, u⟩ = t⟨b, e⟩.

Since Se = u, we have ⟨Su, e⟩ = ‖u‖² and ⟨u, e⟩ = ‖Xe‖², so

D = t(‖u‖² + t‖Xe‖²) ≥ 0.

Also ⟨b, u⟩ = ‖Xu‖² + t‖u‖², hence

W = ⟨b, u⟩ + D = ‖Xu‖² + 2t‖u‖² + t²‖Xe‖².

Subtraction gives

tW − (s+t)D = t(‖Xu‖² − s‖u‖²) + t²(‖u‖² − s‖Xe‖²).

The first bracket is nonnegative by (e). For the second, (e) applied to e gives

0 ≤ ‖u − se‖² = ‖u‖² − 2s‖Xe‖² + s²‖e‖² ≤ ‖u‖² − s‖Xe‖².

Dividing by s + t > 0 finishes the solution. In Lean, `h1` and `h2` evaluate the real parts of ⟨b,u⟩ and ⟨b,e⟩, `h4` is the second bracket, and the closing `nlinarith` calls combine the inequalities.

```lean
/-- For `X` of full column rank, `s` the smallest eigenvalue of `X* X` and `t ≥ 0`,
regularisation raises the spillage by at least 0 and at most `t / (s + t)` times the weight
`⟨ψ, P ψ⟩` captured by the unregularised projector. -/
theorem spillage_rise_le_weight {X : Matrix m n ℂ} (hX : Function.Injective X.mulVec)
    {s t : ℝ} (hs : IsLeast (gramEigenvalues X) s) (ht : 0 ≤ t) (ψ : m → ℂ) :
    0 ≤ spillage (regProjector X t) ψ - spillage (spanProjector X) ψ ∧
    spillage (regProjector X t) ψ - spillage (spanProjector X) ψ ≤
      t / (s + t) * (star ψ ⬝ᵥ spanProjector X *ᵥ ψ).re := by
  have hs0 := eigenvalue_pos hX hs.1
  have hS : IsUnit (Xᴴ * X) := by simpa using gram_isUnit hX le_rfl
  have hSd := (Matrix.isUnit_iff_isUnit_det _).mp hS
  have hTd := (Matrix.isUnit_iff_isUnit_det _).mp (gram_isUnit hX ht)
  unfold spillage regProjector spanProjector
  rw [expectation_eq, expectation_eq]
  generalize Xᴴ *ᵥ ψ = b
  -- regularised coefficients u, and e with X* X e = u
  obtain ⟨u, hu⟩ : ∃ u, u = (Xᴴ * X + (t : ℂ) • (1 : Matrix n n ℂ))⁻¹ *ᵥ b := ⟨_, rfl⟩
  obtain ⟨e, he⟩ : ∃ e, e = (Xᴴ * X)⁻¹ *ᵥ u := ⟨_, rfl⟩
  have hSe : (Xᴴ * X) *ᵥ e = u := by
    rw [he, Matrix.mulVec_mulVec, Matrix.mul_nonsing_inv _ hSd, Matrix.one_mulVec]
  have hb : b = (Xᴴ * X) *ᵥ u + (t : ℂ) • u := by
    have h : (Xᴴ * X + (t : ℂ) • (1 : Matrix n n ℂ)) *ᵥ u = b := by
      rw [hu, Matrix.mulVec_mulVec, Matrix.mul_nonsing_inv _ hTd, Matrix.one_mulVec]
    rw [← h, Matrix.add_mulVec, Matrix.smul_mulVec, Matrix.one_mulVec]
  have hc : (Xᴴ * X)⁻¹ *ᵥ b = u + (t : ℂ) • e := by
    rw [hb, Matrix.mulVec_add, Matrix.mulVec_smul, ← he, Matrix.mulVec_mulVec,
      Matrix.nonsing_inv_mul _ hSd, Matrix.one_mulVec]
  have hsym : ∀ v w : n → ℂ, star ((Xᴴ * X) *ᵥ v) ⬝ᵥ w = star v ⬝ᵥ (Xᴴ * X) *ᵥ w := by
    intro v w
    rw [Matrix.star_mulVec, Matrix.conjTranspose_mul, Matrix.conjTranspose_conjTranspose,
      Matrix.dotProduct_mulVec]
  have hbw : ∀ w, (star b ⬝ᵥ w).re =
      (star u ⬝ᵥ (Xᴴ * X) *ᵥ w).re + t * (star u ⬝ᵥ w).re := by
    intro w
    rw [hb, star_add, star_smul, add_dotProduct, smul_dotProduct, hsym, Complex.star_def,
      Complex.conj_ofReal, smul_eq_mul, Complex.add_re, Complex.re_ofReal_mul]
  have h1 := hbw u
  have h2 := hbw e
  have hue : star u ⬝ᵥ e = star (X *ᵥ e) ⬝ᵥ X *ᵥ e := by
    rw [← gram_overlap, ← hsym, hSe]
  have heu : star e ⬝ᵥ u = star (X *ᵥ e) ⬝ᵥ X *ᵥ e := by
    rw [← gram_overlap, hSe]
  rw [gram_overlap] at h1
  rw [hSe, hue] at h2
  -- s ‖X e‖² ≤ ‖u‖², from ‖u - s e‖² ≥ 0 and the Rayleigh bound
  have h3 := (sqNorm_facts (u - (s : ℂ) • e)).1
  simp only [star_sub, star_smul, sub_dotProduct, dotProduct_sub, smul_dotProduct,
    dotProduct_smul, Complex.star_def, Complex.conj_ofReal, smul_eq_mul, hue, heu,
    Complex.sub_re, Complex.re_ofReal_mul] at h3
  have hRe := mul_nonneg hs0.le (sub_nonneg.mpr (rayleigh_bound hs e))
  have hRu := rayleigh_bound hs u
  have hQ := (sqNorm_facts (X *ᵥ e)).1
  have hU := (sqNorm_facts u).1
  have h4 : s * (star (X *ᵥ e) ⬝ᵥ X *ᵥ e).re ≤ (star u ⬝ᵥ u).re := by nlinarith
  rw [hc, ← hu, dotProduct_add, dotProduct_smul, smul_eq_mul, Complex.add_re,
    Complex.re_ofReal_mul, h1, h2]
  constructor
  · nlinarith [mul_nonneg ht hU, mul_nonneg (mul_nonneg ht ht) hQ]
  · rw [div_mul_eq_mul_div, le_div_iff₀ (by linarith)]
    nlinarith [mul_nonneg ht (sub_nonneg.mpr hRu),
      mul_nonneg (mul_nonneg ht ht) (sub_nonneg.mpr h4)]
```

## (h) The bound for unit states

For ‖ψ‖ = 1, deduce that

0 ≤ D ≤ t/(s+t).

**Solution.** It remains to show W ≤ 1. Put c = S⁻¹X\*ψ, so that Pψ = Xc. Then ‖Xc‖² = ⟨c, Sc⟩ = ⟨c, X\*ψ⟩ = ⟨Xc, ψ⟩, which is `hcc`, and

0 ≤ ‖ψ − Xc‖² = 1 − ⟨ψ, Xc⟩ = 1 − W.

```lean
/-- For `X` of full column rank, `s` the smallest eigenvalue of `X* X`, `t ≥ 0` and a unit
state `ψ`, regularisation raises the spillage by an amount between 0 and `t / (s + t)`. -/
theorem spillage_rise_bounds {X : Matrix m n ℂ} (hX : Function.Injective X.mulVec)
    {s t : ℝ} (hs : IsLeast (gramEigenvalues X) s) (ht : 0 ≤ t) {ψ : m → ℂ}
    (hψ : star ψ ⬝ᵥ ψ = 1) :
    0 ≤ spillage (regProjector X t) ψ - spillage (spanProjector X) ψ ∧
    spillage (regProjector X t) ψ - spillage (spanProjector X) ψ ≤ t / (s + t) := by
  have hs0 := eigenvalue_pos hX hs.1
  obtain ⟨hlow, hup⟩ := spillage_rise_le_weight hX hs ht ψ
  refine ⟨hlow, hup.trans (mul_le_of_le_one_right (by positivity) ?_)⟩
  have hS : IsUnit (Xᴴ * X) := by simpa using gram_isUnit hX le_rfl
  have hSd := (Matrix.isUnit_iff_isUnit_det _).mp hS
  -- the captured weight is at most one, since ‖ψ - X c‖² ≥ 0
  obtain ⟨c, hc⟩ : ∃ c, c = (Xᴴ * X)⁻¹ *ᵥ (Xᴴ *ᵥ ψ) := ⟨_, rfl⟩
  have hP : spanProjector X *ᵥ ψ = X *ᵥ c := by
    rw [hc, spanProjector, ← Matrix.mulVec_mulVec, ← Matrix.mulVec_mulVec]
  have hSc : (Xᴴ * X) *ᵥ c = Xᴴ *ᵥ ψ := by
    rw [hc, Matrix.mulVec_mulVec, Matrix.mul_nonsing_inv _ hSd, Matrix.one_mulVec]
  have hcc : star (X *ᵥ c) ⬝ᵥ X *ᵥ c = star (X *ᵥ c) ⬝ᵥ ψ := by
    rw [← gram_overlap, hSc, Matrix.star_mulVec, Matrix.dotProduct_mulVec]
  have h := (sqNorm_facts (ψ - X *ᵥ c)).1
  simp only [star_sub, sub_dotProduct, dotProduct_sub, hψ, hcc, Complex.sub_re,
    Complex.one_re] at h
  rw [hP]
  linarith
```

## (i) States that reach the bound

For each eigenvalue σ of S and t ≥ 0, find a unit state whose spillage is

0 under P, and t/(σ+t) under Pₜ.

**Solution.** Take an eigenvector v and scale it to w = v/‖Xv‖, so that ψ = Xw is a unit state; w itself has ‖w‖² = 1/σ. Then X\*ψ = Sw, and

⟨ψ, Pψ⟩ = ⟨Sw, w⟩ = ‖Xw‖² = 1.

Since (S + t)⁻¹Sw = σ/(σ+t) · w, which is `hT`,

⟨ψ, Pₜψ⟩ = σ/(σ+t).

The two spillages follow. With σ = s the rise equals the upper bound in (h).

```lean
/-- For `X` of full column rank, `t ≥ 0` and any eigenvalue `σ` of `X* X`, the smallest included,
some unit state has its spillage raised from 0 to `t / (σ + t)`. -/
theorem spillage_rise_attained {X : Matrix m n ℂ} (hX : Function.Injective X.mulVec)
    {σ t : ℝ} (hσ : σ ∈ gramEigenvalues X) (ht : 0 ≤ t) :
    ∃ ψ : m → ℂ, star ψ ⬝ᵥ ψ = 1 ∧ spillage (spanProjector X) ψ = 0 ∧
      spillage (regProjector X t) ψ = t / (σ + t) := by
  have hσ0 := eigenvalue_pos hX hσ
  obtain ⟨v, hv, hev⟩ := hσ
  have hS : IsUnit (Xᴴ * X) := by simpa using gram_isUnit hX le_rfl
  have hSd := (Matrix.isUnit_iff_isUnit_det _).mp hS
  have hTd := (Matrix.isUnit_iff_isUnit_det _).mp (gram_isUnit hX ht)
  -- normalise the eigenvector so that X w is a unit state
  obtain ⟨w, hw, h1⟩ : ∃ w : n → ℂ, (Xᴴ * X) *ᵥ w = (σ : ℂ) • w ∧
      star (X *ᵥ w) ⬝ᵥ X *ᵥ w = 1 := by
    obtain ⟨hN0, hN, hNz⟩ := sqNorm_facts (X *ᵥ v)
    generalize (star (X *ᵥ v) ⬝ᵥ X *ᵥ v).re = N at hN0 hN hNz
    have hNne : N ≠ 0 := fun h0 => hv (hX ((hNz h0).trans (Matrix.mulVec_zero X).symm))
    have hr0 : √N ≠ 0 := (Real.sqrt_pos.mpr (lt_of_le_of_ne hN0 hNne.symm)).ne'
    have ha : (√N)⁻¹ * ((√N)⁻¹ * N) = 1 := by
      calc (√N)⁻¹ * ((√N)⁻¹ * N) = (√N)⁻¹ * ((√N)⁻¹ * (√N * √N)) := by
            rw [Real.mul_self_sqrt hN0]
        _ = 1 := by field_simp
    refine ⟨(((√N)⁻¹ : ℝ) : ℂ) • v, ?_, ?_⟩
    · rw [Matrix.mulVec_smul, hev, smul_comm]
    · rw [Matrix.mulVec_smul, star_smul, smul_dotProduct, dotProduct_smul, hN,
        Complex.star_def, Complex.conj_ofReal, smul_eq_mul, smul_eq_mul,
        ← Complex.ofReal_mul, ← Complex.ofReal_mul, ha, Complex.ofReal_one]
  have hb : Xᴴ *ᵥ (X *ᵥ w) = (Xᴴ * X) *ᵥ w := Matrix.mulVec_mulVec _ _ _
  have hbw : star ((Xᴴ * X) *ᵥ w) ⬝ᵥ w = 1 := by
    rw [Matrix.star_mulVec, Matrix.conjTranspose_mul, Matrix.conjTranspose_conjTranspose,
      ← Matrix.dotProduct_mulVec, gram_overlap, h1]
  have hne : (σ : ℂ) + (t : ℂ) ≠ 0 := by
    exact_mod_cast (by linarith : 0 < σ + t).ne'
  have hT : (Xᴴ * X + (t : ℂ) • (1 : Matrix n n ℂ))⁻¹ *ᵥ ((Xᴴ * X) *ᵥ w) =
      ((σ / (σ + t) : ℝ) : ℂ) • w := by
    have h : (Xᴴ * X) *ᵥ w = (Xᴴ * X + (t : ℂ) • (1 : Matrix n n ℂ)) *ᵥ
        (((σ / (σ + t) : ℝ) : ℂ) • w) := by
      rw [Matrix.mulVec_smul, Matrix.add_mulVec, Matrix.smul_mulVec, Matrix.one_mulVec, hw,
        ← add_smul, smul_smul]
      congr 1
      push_cast
      field_simp
    rw [h, Matrix.mulVec_mulVec, Matrix.nonsing_inv_mul _ hTd, Matrix.one_mulVec]
  refine ⟨X *ᵥ w, h1, ?_, ?_⟩
  · rw [spillage, spanProjector, expectation_eq, hb, Matrix.mulVec_mulVec w (Xᴴ * X)⁻¹,
      Matrix.nonsing_inv_mul _ hSd, Matrix.one_mulVec, hbw, Complex.one_re, sub_self]
  · rw [spillage, regProjector, expectation_eq, hb, hT, dotProduct_smul, hbw, smul_eq_mul,
      mul_one, Complex.ofReal_re]
    have : σ + t ≠ 0 := by linarith
    rw [eq_div_iff this, sub_mul, div_mul_cancel₀ _ this]
    ring

end

end RegularisedSpillage
```

```lean
#print axioms RegularisedSpillage.spillage_rise_bounds
#print axioms RegularisedSpillage.spillage_rise_attained
```

```
'RegularisedSpillage.spillage_rise_bounds' depends on axioms: [propext, Classical.choice, Quot.sound]
'RegularisedSpillage.spillage_rise_attained' depends on axioms: [propext, Classical.choice, Quot.sound]
```
